# Inverse-free iteration to symmetrically orthonormalised orbitals for overlap eigenvalues between 0 and 3

Intrinsic atomic orbitals are built from free-atom orbitals, using projections that adapt them to the occupied orbitals of a molecule. The resulting orbitals generally overlap, whereas populations are most simply read off from an orthonormal set. Symmetric orthonormalisation multiplies the orbitals by the inverse square root of their overlap matrix. Can this be done with matrix products, sums and scalings alone, without diagonalising or inverting anything?

Let the columns of the complex matrix $X_0$ hold the orbitals' coefficients in a finite orthonormal basis, so that their overlap is $S_0=X_0^\dagger X_0$. If every eigenvalue of $S_0$ lies strictly between 0 and 3, the iteration
$$X_{k+1}=\tfrac12X_k(3-X_k^\dagger X_k)$$
converges to $X_0S_0^{-1/2}$. The lower bound says that the orbitals are linearly independent; the upper one limits how strongly they may overlap at a given normalisation.

## From matrices to one number per eigenvalue

Write $S_0=U\,\mathrm{diag}(s_i)\,U^\dagger$ with $U$ unitary, and define $f(S_0)=U\,\mathrm{diag}(f(s_i))\,U^\dagger$ for real $f$. Since $U^\dagger U=1$, such functions multiply pointwise. They are also Hermitian, so the orbitals $X_0f(S_0)$ have overlap
$$f(S_0)\,S_0\,f(S_0)=S_0f(S_0)^2.$$

Suppose $X_k=X_0p_k(S_0)$, which holds for $k=0$ with $p_0=1$. The update then gives $X_{k+1}=X_0p_{k+1}(S_0)$ with
$$p_{k+1}(s)=\tfrac12p_k(s)\,(3-s\,p_k(s)^2).$$
For a fixed eigenvalue $s$, set $y_k=\sqrt s\,p_k(s)$. Multiplying the recursion by $\sqrt s$ yields
$$y_{k+1}=\tfrac12y_k(3-y_k^2),\qquad 0<y_0=\sqrt s<\sqrt3 .$$

## Convergence of the scalar sequence

The bounds on $y_0$ give $y_1>0$. Expanding the product confirms that
$$1-y_{k+1}=\tfrac12(1-y_k)^2(2+y_k),$$
hence $y_1\le1$. Whenever $0<y_k\le1$, the same identity gives $y_{k+1}\le1$, and $y_{k+1}-y_k=\tfrac12y_k(1-y_k^2)\ge0$. So $y_1\le y_k\le1$ for all $k\ge1$, and
$$1-y_{k+1}=(1-y_k)\left(1-\tfrac12(y_k+y_k^2)\right)\le(1-y_k)\left(1-\tfrac12y_1\right).$$
The error therefore falls at least geometrically, $y_k\to1$, and $p_k(s)\to1/\sqrt s$. Since matrix multiplication is continuous, $X_k=X_0U\,\mathrm{diag}(p_k(s_i))\,U^\dagger\to X_0S_0^{-1/2}$.

The error need not shrink in the first step, so the estimate must start at $y_1$. For $s=2.9$, $y_0\approx1.70$ but $y_1\approx0.09$, which is further from 1.

The same argument with $p_0=1/c$, $c>0$, treats orbitals that are first divided by $c$. The limit is still $X_0S_0^{-1/2}$, and the condition becomes $0<s<3c^2$, so a large enough $c$ admits any linearly independent set.

## Overlaps and their functions in Lean

The index type `m` labels basis functions and `n` labels orbitals; both are finite.

```lean
import Mathlib

open Matrix Filter Topology

namespace IterativeOrthonormalisation

noncomputable section

variable {m n : Type*} [Fintype m] [Fintype n] [DecidableEq n]
```

The Lean matrix `X` is $X_0$ in the theorems about iterates, and `ᴴ` is the conjugate transpose.

```lean
/-- The overlap matrix of the orbitals stored in the columns of `X`. -/
def overlap (X : Matrix m n ℂ) : Matrix n n ℂ := Xᴴ * X
```

Mathlib's spectral theorem for Hermitian matrices supplies the $s_i$, repeated according to multiplicity, and the matrix $U$.

```lean
/-- The eigenvalues of the overlap matrix. -/
def overlapEigenvalues (X : Matrix m n ℂ) : n → ℝ :=
  (Matrix.isHermitian_conjTranspose_mul_self X).eigenvalues

/-- A unitary matrix whose columns are eigenvectors of the overlap matrix. -/
def overlapEigenvectors (X : Matrix m n ℂ) : Matrix n n ℂ :=
  (Matrix.isHermitian_conjTranspose_mul_self X).eigenvectorUnitary
```

With these, `overlapFun X f` is $f(S_0)$, and $S_0^{-1/2}$ is the choice $f(s)=1/\sqrt s$.

```lean
/-- The function `f` of the overlap matrix: same eigenvectors, eigenvalues `f s`. -/
def overlapFun (X : Matrix m n ℂ) (f : ℝ → ℝ) : Matrix n n ℂ :=
  overlapEigenvectors X * diagonal (fun i => ((f (overlapEigenvalues X i) : ℝ) : ℂ)) *
    star (overlapEigenvectors X)

/-- The inverse square root of the overlap matrix, for overlaps with positive eigenvalues. -/
def invSqrtOverlap (X : Matrix m n ℂ) : Matrix n n ℂ :=
  overlapFun X (fun s => (Real.sqrt s)⁻¹)
```

The update is `step`, and $p_k(s)$ is written `rescale s k`.

```lean
/-- One inverse-free orthonormalisation step, `X (3 - Xᴴ X) / 2`. -/
def step (X : Matrix m n ℂ) : Matrix m n ℂ :=
  (1 / 2 : ℂ) • (X * ((3 : ℂ) • (1 : Matrix n n ℂ) - overlap X))

/-- The factor by which `k` steps rescale an orbital with initial overlap eigenvalue `s`. -/
def rescale (s : ℝ) : ℕ → ℝ
  | 0 => 1
  | k + 1 => rescale s k * ((3 - s * rescale s k ^ 2) / 2)
```

## Algebra of the iterates

Pointwise multiplication comes from cancelling $U^\dagger U$ between the two factors.

```lean
/-- Functions of the overlap matrix multiply pointwise. -/
theorem overlapFun_mul (X : Matrix m n ℂ) (f g : ℝ → ℝ) :
    overlapFun X f * overlapFun X g = overlapFun X (fun s => f s * g s) := by
  have hU : star (overlapEigenvectors X) * overlapEigenvectors X = 1 :=
    Matrix.mem_unitaryGroup_iff'.1
      (Matrix.isHermitian_conjTranspose_mul_self X).eigenvectorUnitary.2
  have h (U V D E : Matrix n n ℂ) (hV : V * U = 1) :
      U * D * V * (U * E * V) = U * (D * E) * V := by
    calc U * D * V * (U * E * V) = U * D * (V * U) * E * V := by
          simp only [Matrix.mul_assoc]
      _ = U * (D * E) * V := by rw [hV, Matrix.mul_one, Matrix.mul_assoc U]
  simp only [overlapFun]
  rw [h _ _ _ _ hU, Matrix.diagonal_mul_diagonal]
  simp only [Complex.ofReal_mul]
```

The next theorem identifies the functions $1$ and $s$ with the identity and the overlap, and proves Hermiticity.

```lean
/-- The constant function 1 of the overlap is the identity, the function `s` is the overlap
itself, and every real function of the overlap is Hermitian. -/
theorem overlapFun_basic (X : Matrix m n ℂ) (f : ℝ → ℝ) :
    overlapFun X (fun _ => 1) = 1 ∧ overlapFun X (fun s => s) = overlap X ∧
      (overlapFun X f)ᴴ = overlapFun X f := by
  refine ⟨?_, ?_, ?_⟩
  · simp only [overlapFun, Complex.ofReal_one, Matrix.diagonal_one, Matrix.mul_one]
    exact Matrix.mem_unitaryGroup_iff.1
      (Matrix.isHermitian_conjTranspose_mul_self X).eigenvectorUnitary.2
  · have h := (Matrix.isHermitian_conjTranspose_mul_self X).spectral_theorem
    rw [Unitary.conjStarAlgAut_apply] at h
    exact h.symm
  · have hd : (diagonal (fun i => ((f (overlapEigenvalues X i) : ℝ) : ℂ)))ᴴ =
        diagonal (fun i => ((f (overlapEigenvalues X i) : ℝ) : ℂ)) := by
      rw [Matrix.diagonal_conjTranspose]
      congr 1
      funext i
      exact Complex.conj_ofReal _
    simp only [overlapFun, Matrix.star_eq_conjTranspose, Matrix.conjTranspose_mul,
      Matrix.conjTranspose_conjTranspose, hd, Matrix.mul_assoc]
```

Together they give the overlap $S_0f(S_0)^2$ of transformed orbitals.

```lean
/-- Orbitals transformed by a function `f` of their overlap `S` have the overlap `S f(S)²`. -/
theorem overlap_mul_overlapFun (X : Matrix m n ℂ) (f : ℝ → ℝ) :
    overlap (X * overlapFun X f) = overlapFun X (fun s => s * f s ^ 2) := by
  calc overlap (X * overlapFun X f) = overlapFun X f * overlap X * overlapFun X f := by
        simp only [overlap, Matrix.conjTranspose_mul, (overlapFun_basic X f).2.2,
          Matrix.mul_assoc]
    _ = overlapFun X f * overlapFun X (fun s => s) * overlapFun X f := by
        rw [(overlapFun_basic X f).2.1]
    _ = overlapFun X (fun s => s * f s ^ 2) := by
        rw [overlapFun_mul, overlapFun_mul]
        congr 1
        funext s
        ring
```

The induction for $X_k=X_0p_k(S_0)$ follows, with `step^[k] X` denoting $k$ applications of the update. The auxiliary `hlin` rewrites half the bracket, $(3-q(S_0))/2$, as a function of $S_0$.

```lean
/-- After `k` steps the orbitals are the initial ones times a function of the initial overlap. -/
theorem iterate_eq (X : Matrix m n ℂ) (k : ℕ) :
    step^[k] X = X * overlapFun X (fun s => rescale s k) := by
  -- the bracket of the update rule is again a function of the initial overlap
  have hlin (q : ℝ → ℝ) : (1 / 2 : ℂ) • ((3 : ℂ) • (1 : Matrix n n ℂ) - overlapFun X q) =
      overlapFun X (fun s => (3 - q s) / 2) := by
    have hd : diagonal (fun i => (((3 - q (overlapEigenvalues X i)) / 2 : ℝ) : ℂ)) =
        (1 / 2 : ℂ) • ((3 : ℂ) • diagonal (fun _ : n => ((1 : ℝ) : ℂ)) -
          diagonal (fun i => ((q (overlapEigenvalues X i) : ℝ) : ℂ))) := by
      ext i j
      by_cases h : i = j
      · subst h
        simp
        ring
      · simp [h]
    rw [← (overlapFun_basic X q).1]
    simp only [overlapFun, hd, Matrix.mul_smul, Matrix.smul_mul, Matrix.mul_sub, Matrix.sub_mul]
  induction k with
  | zero =>
    change X = X * overlapFun X (fun _ => 1)
    rw [(overlapFun_basic X id).1, Matrix.mul_one]
  | succ k ih =>
    rw [Function.iterate_succ_apply', ih, step, overlap_mul_overlapFun, ← Matrix.mul_smul,
      hlin, Matrix.mul_assoc, overlapFun_mul]
    rfl
```

## The scalar limit

In `key`, an induction carries three facts about $y_{k+1}$: it is at least $y_1$, it is at most 1, and its error is at most $(1-y_1/2)^k$. Squeezing between this bound and 1 gives the limit.

```lean
/-- A sequence obeying `y ↦ y (3 - y²) / 2` tends to 1 if it starts strictly between 0
and `√3`. -/
theorem singularValue_tendsto (y : ℕ → ℝ) (h0 : 0 < y 0) (h3 : y 0 ^ 2 < 3)
    (hy : ∀ k, y (k + 1) = y k * (3 - y k ^ 2) / 2) : Tendsto y atTop (𝓝 1) := by
  have e1 : y 1 = y 0 * (3 - y 0 ^ 2) / 2 := hy 0
  have ha : 0 < y 1 := by
    have := mul_pos h0 (sub_pos.2 h3)
    linarith
  have hb : y 1 ≤ 1 := by
    nlinarith [mul_nonneg (sq_nonneg (1 - y 0)) (by linarith : 0 ≤ 2 + y 0)]
  -- from the first step on, the values stay between `y 1` and 1, with a geometric error bound
  have key : ∀ k, y 1 ≤ y (k + 1) ∧ y (k + 1) ≤ 1 ∧ 1 - y (k + 1) ≤ (1 - y 1 / 2) ^ k := by
    intro k
    induction k with
    | zero =>
      refine ⟨le_rfl, hb, ?_⟩
      change 1 - y 1 ≤ _
      rw [pow_zero]
      linarith
    | succ k ih =>
      obtain ⟨i1, i2, i3⟩ := ih
      have e := hy (k + 1)
      have hp : 0 < y (k + 1) := by linarith
      have hq : 0 ≤ 1 - y (k + 1) ^ 2 := by nlinarith
      refine ⟨?_, ?_, ?_⟩
      · nlinarith [mul_nonneg hp.le hq]
      · nlinarith [mul_nonneg (sq_nonneg (1 - y (k + 1))) (by linarith : 0 ≤ 2 + y (k + 1))]
      · calc 1 - y (k + 1 + 1)
            = (1 - y (k + 1)) * (1 - (y (k + 1) + y (k + 1) ^ 2) / 2) := by rw [e]; ring
          _ ≤ (1 - y (k + 1)) * (1 - y 1 / 2) :=
              mul_le_mul_of_nonneg_left (by nlinarith [sq_nonneg (y (k + 1))]) (by linarith)
          _ ≤ (1 - y 1 / 2) ^ k * (1 - y 1 / 2) :=
              mul_le_mul_of_nonneg_right i3 (by linarith)
          _ = (1 - y 1 / 2) ^ (k + 1) := (pow_succ _ _).symm
  have hl := (tendsto_pow_atTop_nhds_zero_of_lt_one
    (by linarith : 0 ≤ 1 - y 1 / 2) (by linarith)).const_sub 1
  rw [sub_zero] at hl
  rw [← tendsto_add_atTop_iff_nat 1]
  exact tendsto_of_tendsto_of_tendsto_of_le_of_le hl tendsto_const_nhds
    (fun k => sub_le_comm.1 (key k).2.2) (fun k => (key k).2.1)
```

## The limit and its orthonormality

The name `invSqrtOverlap` is justified by its properties: for positive overlap eigenvalues the matrix is Hermitian and positive semidefinite, and its square times $S_0$ is the identity. Positivity is proved by writing the matrix as the square of a Hermitian one.

```lean
/-- If the overlap has positive eigenvalues, its inverse square root is positive semidefinite
and squares to the inverse of the overlap. -/
theorem invSqrtOverlap_spec (X : Matrix m n ℂ) (h : ∀ i, 0 < overlapEigenvalues X i) :
    (∀ v : n → ℂ, 0 ≤ (star v ⬝ᵥ invSqrtOverlap X *ᵥ v).re) ∧
      (invSqrtOverlap X).IsHermitian ∧
      invSqrtOverlap X * invSqrtOverlap X * overlap X = 1 := by
  refine ⟨fun v => ?_, (overlapFun_basic X _).2.2, ?_⟩
  · -- the matrix is the square of a Hermitian matrix
    have hr : invSqrtOverlap X = (overlapFun X fun s => Real.sqrt (Real.sqrt s)⁻¹)ᴴ *
        overlapFun X fun s => Real.sqrt (Real.sqrt s)⁻¹ := by
      rw [(overlapFun_basic X _).2.2, overlapFun_mul, invSqrtOverlap]
      congr 1
      funext s
      exact (Real.mul_self_sqrt (inv_nonneg.2 (Real.sqrt_nonneg s))).symm
    rw [hr, ← Matrix.mulVec_mulVec, Matrix.dotProduct_mulVec, ← Matrix.star_mulVec]
    simp only [dotProduct, Complex.re_sum]
    refine Finset.sum_nonneg fun i _ => ?_
    simp only [Pi.star_apply, Complex.star_def, Complex.mul_re, Complex.conj_re, Complex.conj_im]
    nlinarith [mul_self_nonneg (((overlapFun X fun s => Real.sqrt (Real.sqrt s)⁻¹) *ᵥ v) i).re,
      mul_self_nonneg (((overlapFun X fun s => Real.sqrt (Real.sqrt s)⁻¹) *ᵥ v) i).im]
  · rw [← (overlapFun_basic X id).2.1, invSqrtOverlap, overlapFun_mul, overlapFun_mul,
      ← (overlapFun_basic X id).1]
    simp only [overlapFun]
    congr 3
    funext i
    have hs := Real.sqrt_pos.2 (h i)
    have hq := Real.mul_self_sqrt (h i).le
    congr 1
    rw [← mul_inv, hq, inv_mul_cancel₀ (h i).ne']
```

Since $S_0^{-1/2}$ commutes with $S_0$, the overlap of $X_0S_0^{-1/2}$ is $S_0^{-1/2}S_0S_0^{-1/2}=1$.

```lean
/-- If the overlap has positive eigenvalues, the symmetrically orthonormalised orbitals
`X S^(-1/2)` are orthonormal. -/
theorem overlap_symmetric_orthonormalised (X : Matrix m n ℂ)
    (h : ∀ i, 0 < overlapEigenvalues X i) : overlap (X * invSqrtOverlap X) = 1 := by
  obtain ⟨-, hT, hS⟩ := invSqrtOverlap_spec X h
  rw [Matrix.mul_assoc] at hS
  have h2 := mul_eq_one_comm.1 hS
  rw [overlap, Matrix.conjTranspose_mul, hT.eq]
  rw [← mul_eq_one_comm.1 h2, overlap]
  have h3 : invSqrtOverlap X * overlap X = overlap X * invSqrtOverlap X := by
    rw [← (overlapFun_basic X id).2.1, invSqrtOverlap, overlapFun_mul, overlapFun_mul]
    simp only [mul_comm]
  rw [overlap] at h3
  calc invSqrtOverlap X * Xᴴ * (X * invSqrtOverlap X)
      = invSqrtOverlap X * (Xᴴ * X * invSqrtOverlap X) := by simp only [Matrix.mul_assoc]
    _ = invSqrtOverlap X * (invSqrtOverlap X * (Xᴴ * X)) := by rw [h3]
```

The main theorem assumes the eigenvalue bounds for every `i` and concludes convergence in the usual topology of matrices, that is, entry by entry. In its proof, `hs` divides the scalar limit by $\sqrt s$, `hd` collects the limits for all eigenvalues, and `hc` is the continuity that carries them to the orbitals.

```lean
/-- If all eigenvalues of the initial overlap lie strictly between 0 and 3, the inverse-free
iteration converges to the symmetrically orthonormalised orbitals `X S^(-1/2)`. -/
theorem iterate_tendsto (X : Matrix m n ℂ)
    (h : ∀ i, 0 < overlapEigenvalues X i ∧ overlapEigenvalues X i < 3) :
    Tendsto (fun k => step^[k] X) atTop (𝓝 (X * invSqrtOverlap X)) := by
  -- each scalar factor tends to the inverse square root of its eigenvalue
  have hs (s : ℝ) (h0 : 0 < s) (h3 : s < 3) :
      Tendsto (rescale s) atTop (𝓝 (Real.sqrt s)⁻¹) := by
    have hq := Real.sq_sqrt h0.le
    have hp := Real.sqrt_pos.2 h0
    have hy := singularValue_tendsto (fun k => Real.sqrt s * rescale s k)
      (by simp only [rescale, mul_one]; exact hp)
      (by simp only [rescale, mul_one, hq]; exact h3)
      (fun k => by simp only [rescale, mul_pow, hq]; ring)
    have hz := hy.const_mul (Real.sqrt s)⁻¹
    rw [mul_one] at hz
    exact hz.congr fun k => inv_mul_cancel_left₀ hp.ne' _
  have hc : Continuous (fun d : n → ℂ =>
      X * (overlapEigenvectors X * diagonal d * star (overlapEigenvectors X))) :=
    continuous_const.matrix_mul ((continuous_const.matrix_mul
      continuous_id.matrix_diagonal).matrix_mul continuous_const)
  have hd : Tendsto (fun k i => ((rescale (overlapEigenvalues X i) k : ℝ) : ℂ)) atTop
      (𝓝 (fun i => (((Real.sqrt (overlapEigenvalues X i))⁻¹ : ℝ) : ℂ))) :=
    tendsto_pi_nhds.2 fun i =>
      (Complex.continuous_ofReal.tendsto _).comp (hs _ (h i).1 (h i).2)
  simp only [iterate_eq]
  exact (hc.tendsto _).comp hd
```

For electronic-structure calculations, this justifies orthonormalising a finite orbital set by matrix products, sums and scalings, to any desired accuracy in exact arithmetic, given coefficients in an orthonormal basis and overlap eigenvalues strictly between 0 and 3. Atomic basis functions usually overlap, with a metric $M$; the theorem then applies to $X=M^{1/2}C$, where $C$ holds the coefficients. In terms of $C$ the update reads $C_{k+1}=\tfrac12C_k(3-C_k^\dagger MC_k)$, so $M^{1/2}$ need not be computed.

## Quadratic error and the bound 3

One step changes an overlap $S$ into $S'=\tfrac14S(3-S)^2$, and expansion gives
$$1-S'=\tfrac14(1-S)^2(4-S).$$
Near orthonormality the deviation is thus roughly squared at each step. This identity needs no condition on the eigenvalues.

```lean
/-- One step turns the deviation `1 - S` of the overlap from the identity into
`(1 - S)² (4 - S) / 4`. -/
theorem overlap_error_step (X : Matrix m n ℂ) :
    1 - overlap (step X) =
      (1 / 4 : ℂ) • ((1 - overlap X) ^ 2 * ((4 : ℂ) • (1 : Matrix n n ℂ) - overlap X)) := by
  have hS : (overlap X)ᴴ = overlap X := Matrix.isHermitian_conjTranspose_mul_self X
  have hM : ((3 : ℂ) • (1 : Matrix n n ℂ) - overlap X)ᴴ = (3 : ℂ) • 1 - overlap X := by
    rw [Matrix.conjTranspose_sub, hS]
    simp
  have h2 : star (1 / 2 : ℂ) = 1 / 2 := by simp
  have hstep : overlap (step X) = (1 / 4 : ℂ) • (((3 : ℂ) • (1 : Matrix n n ℂ) - overlap X) *
      overlap X * ((3 : ℂ) • (1 : Matrix n n ℂ) - overlap X)) := by
    change (step X)ᴴ * step X = _
    rw [step, Matrix.conjTranspose_smul, Matrix.conjTranspose_mul, hM, h2, Matrix.smul_mul,
      Matrix.mul_smul, smul_smul, show (1 / 2 : ℂ) * (1 / 2) = 1 / 4 by norm_num]
    simp only [overlap, Matrix.mul_assoc]
  rw [hstep]
  simp only [pow_two, mul_sub, sub_mul, smul_mul_assoc, mul_smul_comm, one_mul, mul_one,
    mul_assoc]
  module
```

If $S_0v=3v$, then $X_1v=\tfrac12X_0(3v-3v)=0$, and each later update keeps $X_kv=0$. For $v\ne0$ the limit cannot be orthonormal, so the condition $s<3$ cannot be relaxed to $s\le3$.

```lean
/-- If the initial overlap maps `v` to `3 v`, the orbital matrix after one or more steps maps `v` to
zero. -/
theorem iterate_eigenvalue_three (X : Matrix m n ℂ) (v : n → ℂ)
    (hv : overlap X *ᵥ v = (3 : ℂ) • v) (k : ℕ) : step^[k + 1] X *ᵥ v = 0 := by
  have hstep (Y : Matrix m n ℂ) :
      step Y *ᵥ v = (1 / 2 : ℂ) • (Y *ᵥ ((3 : ℂ) • v - overlap Y *ᵥ v)) := by
    simp only [step, Matrix.smul_mulVec, ← Matrix.mulVec_mulVec, Matrix.sub_mulVec,
      Matrix.one_mulVec]
  induction k with
  | zero =>
    change step X *ᵥ v = 0
    rw [hstep, hv, sub_self, Matrix.mulVec_zero, smul_zero]
  | succ k ih =>
    rw [Function.iterate_succ_apply', hstep, overlap, ← Matrix.mulVec_mulVec, ih,
      Matrix.mulVec_zero, sub_zero, Matrix.mulVec_smul, ih, smul_zero, smul_zero]

end

end IterativeOrthonormalisation
```

```lean
#print axioms IterativeOrthonormalisation.overlap_symmetric_orthonormalised
#print axioms IterativeOrthonormalisation.iterate_tendsto
#print axioms IterativeOrthonormalisation.overlap_error_step
#print axioms IterativeOrthonormalisation.iterate_eigenvalue_three
```

```
'IterativeOrthonormalisation.overlap_symmetric_orthonormalised' depends on axioms: [propext, Classical.choice, Quot.sound]
'IterativeOrthonormalisation.iterate_tendsto' depends on axioms: [propext, Classical.choice, Quot.sound]
'IterativeOrthonormalisation.overlap_error_step' depends on axioms: [propext, Classical.choice, Quot.sound]
'IterativeOrthonormalisation.iterate_eigenvalue_three' depends on axioms: [propext, Classical.choice, Quot.sound]
```
